# The harmonic approximation underestimates the classical free energy of a mode whose only anharmonicity is a positive quartic term

How much free energy does the harmonic approximation miss when a vibrational mode stiffens with amplitude? For a single classical mode whose potential is a harmonic term plus a positive quartic one, the Lean code below bounds this amount from above and shows that it is positive, using a configuration integral over the whole real line, not over a cell or a grid. The Boltzmann factor must therefore decay at large displacement, and the signs of the force constants ensure that it does.

## Two-sided bound on the anharmonic free energy

Let $x$ be the displacement of the mode, $k$ its force constant at the minimum, $b$ its quartic coefficient and $T$ the temperature in energy units, so that Boltzmann's constant is one. Define

$$U_b(x) = \tfrac12 k x^2 + b x^4, \qquad Z_b = \int_{-\infty}^{\infty} e^{-U_b(x)/T}\,dx, \qquad F_b = -T\ln Z_b .$$

The harmonic free energy is $F_0$. For $k, b, T > 0$,

$$F_0 < F_b \le F_0 + \frac{3bT^2}{k^2}.$$

This is the theorem `harmonic_underestimates`. Its three hypotheses say that the mode is stable at its minimum ($k>0$), that it hardens with amplitude ($b>0$), and that the temperature is positive.

The definitions translate directly:

- `modeEnergy k b` is $U_b$. The quartic term is $bx^4$, without the factor $1/4$ or $1/4!$ found in some force-constant conventions, so a coefficient taken from another program may need converting.
- `configIntegral T U` is the integral of $e^{-U/T}$ for any potential energy $U$ on the line.
- `freeEnergy T U` is $-T$ times the logarithm of that integral. It is the configurational part only. The momentum part is the same for both potentials and cancels in $F_b - F_0$, as does the choice of length unit in $Z_b$.
- `average T U A` is the normalised Boltzmann average of an observable $A$, a quotient of two integrals.

## Harmonic free energies and thermodynamic integration

A program that sums classical harmonic free energies, with the curvature at the minimum as each force constant, underestimates the classical free energy of each independent mode of this form, by at most $3bT^2/k^2$. In a phase diagram only differences between phases matter. There the errors of two phases partly cancel, and the error of the difference can have either sign.

The bound also gives an interval for checking a sampler on this one-dimensional potential. With $k=1$, $T=0.1$ and $b=0.5$, the free energy obtained by thermodynamic integration from the harmonic mode must exceed $F_0$ by a positive amount no larger than $0.015$, apart from statistical and integration errors. If the integration variable is the quartic coefficient, the integrand is the mean of $x^4$, and its value at the harmonic end is $3(T/k)^2$.

## Derivation from Gaussian moments and a tangent line

**Lower bound.** Since $b>0$, $U_b(x) > U_0(x)$ for every $x \ne 0$, and so $e^{-U_b/T} < e^{-U_0/T}$ there. Both functions are integrable, hence $0 < Z_b < Z_0$. Taking logarithms and multiplying by $-T$ reverses the order and gives $F_b > F_0$.

In Lean this is `freeEnergy_lt`, stated for any two quartic coefficients `b < c` with `0 ≤ b`. The difference of the two Boltzmann factors is continuous, nonnegative and nonzero at $x=1$, so its integral is positive. Integrability comes from `integrable_boltzmann`, which bounds the anharmonic factor by the harmonic one.

**Fourth moment.** Write $\langle A\rangle_0$ for the average of $A$ in the harmonic potential. For a natural number $n$,

$$\frac{d}{dx}\left[x^{n+1}e^{-kx^2/2T}\right] = (n+1)\,x^n e^{-kx^2/2T} - \frac{k}{T}\,x^{n+2}e^{-kx^2/2T}.$$

The bracket vanishes at both ends of the line, so the right-hand side integrates to zero. Dividing by $Z_0$ gives

$$\langle x^{n+2}\rangle_0 = (n+1)\frac{T}{k}\langle x^n\rangle_0 .$$

Starting from $\langle 1\rangle_0 = 1$, the cases $n=0$ and $n=2$ give $\langle x^2\rangle_0 = T/k$ and $\langle x^4\rangle_0 = 3(T/k)^2$.

The recursion is `moment_recursion`. In place of a boundary-term argument, it uses a Mathlib theorem by which the derivative has zero integral when both it and the original function are integrable; `integrable_moment` supplies this. Two applications of the recursion give `harmonic_fourth_moment`.

**Upper bound.** Let $V(x) = bx^4$ and $m = \langle V\rangle_0$. The exponential lies above its tangent line, $e^y \ge 1+y$, so

$$e^{-V/T} = e^{-m/T}e^{(m-V)/T} \ge e^{-m/T}\left(1 + \frac{m-V}{T}\right).$$

Multiply by $e^{-U_0/T}$ and integrate. The term in $m-V$ vanishes because $m$ is the mean of $V$, which leaves

$$Z_b \ge e^{-m/T} Z_0 .$$

Taking $-T\ln$ of both sides gives $F_b \le F_0 + m$. With the fourth moment, $m = b\langle x^4\rangle_0 = 3bT^2/k^2$.

The Lean theorem `gibbs_bogoliubov` carries out this argument for general $U$ and $V$ on the line, provided that the two Boltzmann factors and the weighted perturbation are integrable. It is the classical inequality for one coordinate, with functions where the quantum version has operators and traces. Inside it, `key` is the pointwise tangent-line bound, `integral_mono` integrates it, and `Real.log_le_log` passes to free energies. The positivity of the unperturbed configuration integral, needed for the logarithms, comes from `configIntegral_pos`; that of the perturbed one then follows from the integrated bound.

The main theorem joins `freeEnergy_lt`, started at zero quartic coefficient, to `gibbs_bogoliubov` with the quartic term as the perturbation.

## Lean source

```lean
import Mathlib

open MeasureTheory

namespace AnharmonicMode

noncomputable section

/-- The classical configuration integral of a potential `U` on the line at temperature `T ≠ 0`,
in units with Boltzmann constant one. -/
def configIntegral (T : ℝ) (U : ℝ → ℝ) : ℝ := ∫ x, Real.exp (-U x / T)

/-- The configurational free energy `-T ln Z`, for `T ≠ 0` and a finite configuration integral. -/
def freeEnergy (T : ℝ) (U : ℝ → ℝ) : ℝ := -T * Real.log (configIntegral T U)

/-- The Boltzmann average of an observable `A` in the potential `U`, for `T ≠ 0` and a finite,
nonzero configuration integral, provided that the integral of the weighted observable converges. -/
def average (T : ℝ) (U A : ℝ → ℝ) : ℝ :=
  (∫ x, A x * Real.exp (-U x / T)) / configIntegral T U

/-- The potential energy, at displacement `x`, of a mode with force constant `k` and quartic
coefficient `b`. -/
def modeEnergy (k b x : ℝ) : ℝ := k * x ^ 2 / 2 + b * x ^ 4

/-- If the Boltzmann factor is integrable, the configuration integral is positive. -/
theorem configIntegral_pos {T : ℝ} {U : ℝ → ℝ}
    (h : Integrable fun x => Real.exp (-U x / T)) : 0 < configIntegral T U := by
  have : NeZero (volume : Measure ℝ) := ⟨by
    intro h0
    have hv := Real.volume_univ
    rw [h0] at hv
    simp at hv⟩
  exact integral_exp_pos h

/-- For `k, T > 0`, every power of the displacement is integrable against the harmonic
Boltzmann factor. -/
theorem integrable_moment {k T : ℝ} (hk : 0 < k) (hT : 0 < T) (n : ℕ) :
    Integrable fun x : ℝ => x ^ n * Real.exp (-modeEnergy k 0 x / T) := by
  have hn : (0 : ℝ) ≤ n := n.cast_nonneg
  have h := integrable_rpow_mul_exp_neg_mul_sq (b := k / (2 * T)) (by positivity)
    (s := (n : ℝ)) (by linarith)
  have e : (fun x : ℝ => x ^ n * Real.exp (-modeEnergy k 0 x / T)) =
      fun x : ℝ => x ^ (n : ℝ) * Real.exp (-(k / (2 * T)) * x ^ 2) := by
    funext x
    have ex : -modeEnergy k 0 x / T = -(k / (2 * T)) * x ^ 2 := by
      unfold modeEnergy
      ring
    rw [ex, Real.rpow_natCast]
  rw [e]
  exact h

/-- For `k, T > 0` and `b ≥ 0`, the Boltzmann factor of the mode is integrable. -/
theorem integrable_boltzmann {k b T : ℝ} (hk : 0 < k) (hb : 0 ≤ b) (hT : 0 < T) :
    Integrable fun x : ℝ => Real.exp (-modeEnergy k b x / T) := by
  have hc : Continuous fun x : ℝ => Real.exp (-modeEnergy k b x / T) := by
    unfold modeEnergy
    fun_prop
  refine (integrable_moment hk hT 0).mono' hc.aestronglyMeasurable
    (Filter.Eventually.of_forall fun x => ?_)
  rw [Real.norm_eq_abs, abs_of_pos (Real.exp_pos _), pow_zero, one_mul]
  refine Real.exp_le_exp.mpr ((div_le_div_iff_of_pos_right hT).2 ?_)
  have : 0 ≤ b * x ^ 4 := by positivity
  unfold modeEnergy
  linarith

/-- For `k, T > 0`, successive harmonic moments obey `⟨xⁿ⁺²⟩ = (n + 1) (T / k) ⟨xⁿ⟩`. -/
theorem moment_recursion {k T : ℝ} (hk : 0 < k) (hT : 0 < T) (n : ℕ) :
    average T (modeEnergy k 0) (fun x => x ^ (n + 2)) =
      ((n : ℝ) + 1) * (T / k) * average T (modeEnergy k 0) (fun x => x ^ n) := by
  have hd : ∀ x : ℝ, HasDerivAt (fun y : ℝ => y ^ (n + 1) * Real.exp (-modeEnergy k 0 y / T))
      (((n : ℝ) + 1) * (x ^ n * Real.exp (-modeEnergy k 0 x / T)) -
        k / T * (x ^ (n + 2) * Real.exp (-modeEnergy k 0 x / T))) x := by
    intro x
    have h2 : HasDerivAt (fun y : ℝ => y ^ 2) (2 * x) x := by simpa using hasDerivAt_pow 2 x
    have hp : HasDerivAt (fun y : ℝ => y ^ (n + 1)) (((n : ℝ) + 1) * x ^ n) x := by
      simpa using hasDerivAt_pow (n + 1) x
    have hE : HasDerivAt (fun y : ℝ => -modeEnergy k 0 y / T) (-(k * x) / T) x := by
      have fe : (fun y : ℝ => -modeEnergy k 0 y / T) = fun y => -(k / (2 * T)) * y ^ 2 := by
        funext y
        unfold modeEnergy
        ring
      rw [fe]
      exact (h2.const_mul _).congr_deriv (by ring)
    exact (hp.fun_mul hE.exp).congr_deriv (by ring)
  have i0 := (integrable_moment hk hT n).const_mul ((n : ℝ) + 1)
  have i2 := (integrable_moment hk hT (n + 2)).const_mul (k / T)
  -- the derivative integrates to zero, since it and the original function are integrable
  have z := integral_eq_zero_of_hasDerivAt_of_integrable hd (i0.sub i2)
    (integrable_moment hk hT (n + 1))
  rw [integral_sub i0 i2, integral_const_mul, integral_const_mul] at z
  have key : ∀ I J : ℝ, ((n : ℝ) + 1) * I - k / T * J = 0 →
      J = ((n : ℝ) + 1) * (T / k) * I := by
    intro I J h
    have hkT : T / k * (k / T) = 1 := by field_simp
    linear_combination (-(T / k)) * h - J * hkT
  simp only [average]
  rw [key _ _ z, mul_div_assoc]

/-- For `k, T > 0`, the harmonic mode has `⟨x⁴⟩ = 3 (T/k)²`. -/
theorem harmonic_fourth_moment {k T : ℝ} (hk : 0 < k) (hT : 0 < T) :
    average T (modeEnergy k 0) (fun x => x ^ 4) = 3 * (T / k) ^ 2 := by
  have h0 : average T (modeEnergy k 0) (fun x => x ^ 0) = 1 := by
    simp only [average, pow_zero, one_mul]
    exact div_self (configIntegral_pos (integrable_boltzmann hk le_rfl hT)).ne'
  have r2 : average T (modeEnergy k 0) (fun x => x ^ 2) = (((0 : ℕ) : ℝ) + 1) * (T / k) *
      average T (modeEnergy k 0) (fun x => x ^ 0) := moment_recursion hk hT 0
  have r4 : average T (modeEnergy k 0) (fun x => x ^ 4) = (((2 : ℕ) : ℝ) + 1) * (T / k) *
      average T (modeEnergy k 0) (fun x => x ^ 2) := moment_recursion hk hT 2
  rw [r4, r2, h0]
  push_cast
  ring

/-- Gibbs–Bogoliubov inequality: at `T > 0`, adding `V` to `U` raises the free energy by at most
the average of `V` in the potential `U`, provided the three integrals involved converge. -/
theorem gibbs_bogoliubov {T : ℝ} {U V : ℝ → ℝ} (hT : 0 < T)
    (h0 : Integrable fun x => Real.exp (-U x / T))
    (h1 : Integrable fun x => Real.exp (-(U x + V x) / T))
    (hV : Integrable fun x => V x * Real.exp (-U x / T)) :
    freeEnergy T (fun x => U x + V x) ≤ freeEnergy T U + average T U V := by
  have hZ0 := configIntegral_pos h0
  obtain ⟨m, hmdef⟩ : ∃ m, m = average T U V := ⟨_, rfl⟩
  have hm : ∫ x, V x * Real.exp (-U x / T) = m * configIntegral T U := by
    rw [hmdef, average, div_mul_cancel₀ _ hZ0.ne']
  -- tangent line of the exponential at the mean perturbation
  have key : ∀ x, Real.exp (-m / T) * (1 + m / T) * Real.exp (-U x / T) -
      Real.exp (-m / T) / T * (V x * Real.exp (-U x / T)) ≤
        Real.exp (-(U x + V x) / T) := by
    intro x
    have e : Real.exp (-(U x + V x) / T) =
        Real.exp (-m / T) * Real.exp (-U x / T) * Real.exp ((m - V x) / T) := by
      rw [← Real.exp_add, ← Real.exp_add]
      congr 1
      ring
    have t := mul_le_mul_of_nonneg_left (Real.add_one_le_exp ((m - V x) / T))
      (mul_pos (Real.exp_pos (-m / T)) (Real.exp_pos (-U x / T))).le
    rw [e]
    exact le_trans (le_of_eq (by ring)) t
  have hle := integral_mono ((h0.const_mul _).sub (hV.const_mul _)) h1 key
  simp only [Pi.sub_apply] at hle
  have hle' : Real.exp (-m / T) * configIntegral T U ≤
      configIntegral T (fun x => U x + V x) := by
    refine le_trans (le_of_eq ?_) hle
    rw [integral_sub (h0.const_mul _) (hV.const_mul _), integral_const_mul,
      integral_const_mul, hm]
    unfold configIntegral
    ring
  have hlog := Real.log_le_log (mul_pos (Real.exp_pos _) hZ0) hle'
  rw [Real.log_mul (Real.exp_pos _).ne' hZ0.ne', Real.log_exp] at hlog
  have hmul := mul_le_mul_of_nonneg_left hlog hT.le
  have hi : T * T⁻¹ = 1 := mul_inv_cancel₀ hT.ne'
  have e : T * (-m / T + Real.log (configIntegral T U)) =
      -m + T * Real.log (configIntegral T U) := by
    linear_combination (-m) * hi
  rw [e] at hmul
  rw [← hmdef]
  unfold freeEnergy
  linarith

/-- For `k, T > 0`, the free energy increases strictly with the quartic coefficient on `b ≥ 0`. -/
theorem freeEnergy_lt {k b c T : ℝ} (hk : 0 < k) (hT : 0 < T) (hb : 0 ≤ b) (hbc : b < c) :
    freeEnergy T (modeEnergy k b) < freeEnergy T (modeEnergy k c) := by
  have ib := integrable_boltzmann hk hb hT
  have ic := integrable_boltzmann hk (hb.trans hbc.le) hT
  have hcont : Continuous fun x : ℝ =>
      Real.exp (-modeEnergy k b x / T) - Real.exp (-modeEnergy k c x / T) := by
    unfold modeEnergy
    fun_prop
  have hnn : ∀ x : ℝ,
      0 ≤ Real.exp (-modeEnergy k b x / T) - Real.exp (-modeEnergy k c x / T) := by
    intro x
    refine sub_nonneg.2 (Real.exp_le_exp.2 ((div_le_div_iff_of_pos_right hT).2 ?_))
    have : 0 ≤ (c - b) * x ^ 4 := mul_nonneg (sub_pos.2 hbc).le (by positivity)
    unfold modeEnergy
    linarith
  -- the two Boltzmann factors differ at x = 1
  have hne : Real.exp (-modeEnergy k b 1 / T) - Real.exp (-modeEnergy k c 1 / T) ≠ 0 := by
    refine (sub_pos.2 (Real.exp_lt_exp.2 ((div_lt_div_iff_of_pos_right hT).2 ?_))).ne'
    unfold modeEnergy
    linarith
  have hpos := integral_pos_of_integrable_nonneg_nonzero (x := (1 : ℝ)) hcont (ib.sub ic) hnn hne
  rw [integral_sub ib ic] at hpos
  have hlog := Real.log_lt_log (configIntegral_pos ic) (sub_pos.1 hpos)
  have hmul := mul_lt_mul_of_pos_left hlog hT
  unfold freeEnergy configIntegral at *
  linarith

/-- For `k, b, T > 0`, the harmonic approximation underestimates the free energy of the
hardening mode, by at most `3bT²/k²`. -/
theorem harmonic_underestimates {k b T : ℝ} (hk : 0 < k) (hb : 0 < b) (hT : 0 < T) :
    freeEnergy T (modeEnergy k 0) < freeEnergy T (modeEnergy k b) ∧
      freeEnergy T (modeEnergy k b) ≤
        freeEnergy T (modeEnergy k 0) + 3 * b * T ^ 2 / k ^ 2 := by
  refine ⟨freeEnergy_lt hk hT le_rfl hb, ?_⟩
  have fe : ∀ x, modeEnergy k 0 x + b * x ^ 4 = modeEnergy k b x := by
    intro x
    unfold modeEnergy
    ring
  -- the quartic term is the perturbation of the harmonic mode
  have g := gibbs_bogoliubov (U := modeEnergy k 0) (V := fun x => b * x ^ 4) hT
    (integrable_boltzmann hk le_rfl hT)
    (by simpa only [fe] using integrable_boltzmann hk hb.le hT)
    (by simpa only [mul_assoc] using (integrable_moment hk hT 4).const_mul b)
  have ha : average T (modeEnergy k 0) (fun x => b * x ^ 4) =
      b * average T (modeEnergy k 0) (fun x => x ^ 4) := by
    simp only [average, mul_assoc, integral_const_mul, mul_div_assoc]
  have hf : (fun x => modeEnergy k 0 x + b * x ^ 4) = modeEnergy k b := funext fe
  rw [hf, ha, harmonic_fourth_moment hk hT] at g
  exact g.trans (le_of_eq (by ring))

end

end AnharmonicMode
```

```lean
#print axioms AnharmonicMode.harmonic_underestimates
-- 'AnharmonicMode.harmonic_underestimates' depends on axioms: [propext, Classical.choice, Quot.sound]
```

## Where the bound applies and where it stops

The inequalities hold for all positive $k$, $b$ and $T$, not only for weak anharmonicity. The upper bound is most useful when $3bT/k^2$, the bound on the error in units of $T$, is small. The theorem gives no positive minimum for the error, so it doesn't say how close $F_b$ comes to the upper limit.

The force constant $k$ is the same in both free energies: it is the curvature at the minimum. If a program instead fits an effective $k$ to finite displacements or to a trajectory, its harmonic reference is a different one, and the sign of the error no longer follows from this theorem.

The step from the model to a crystal is the treatment of a vibration as an independent classical coordinate with a fixed quartic potential. This leaves out coupling between modes, cubic terms, thermal expansion and quantum statistics. In particular, the bound shouldn't be applied to quantum free energies at temperatures where zero-point motion matters.

The condition $b>0$ can't be relaxed to $b\ge 0$ in the strict inequality. For $k=T=1$ and $b=0$ the two potentials coincide, and the left-hand inequality would read $F_0 < F_0$. The upper bound then holds with equality.

A negative coefficient causes a more serious failure. For $k=T=1$ and $b=-1$ the energy $x^2/2 - x^4$ falls without limit, the configuration integral diverges, and the mode has no finite free energy to compare. Lean still assigns the divergent integral the value zero, and its logarithm zero as well, so the resulting `freeEnergy` of zero has no physical meaning. A code that fits quartic coefficients should therefore check their sign before it uses the bound.
